# Jacobi–Anger coefficients obey $|J_n(t)|\le |t|^n/n!\le(e|t|/n)^n$ for real $t$ and $n\ge1$

**Q:** Show me the mechanism at order one first. Why should that coefficient be small when $t$ is small?

**A:** For real $t$ and natural $n$, write

$$\varphi_n(t,\theta)=e^{i(t\sin\theta-n\theta)},\qquad J_n(t)=\frac1{2\pi}\int_0^{2\pi}\varphi_n(t,\theta)\,d\theta .$$

An average of phases has modulus at most one, so $|J_0|\le1$. Let $\langle\cdot\rangle$ be the average over $\theta$. The derivative $\partial_\theta\varphi_1=i(t\cos\theta-1)\varphi_1$ averages to zero over a period, hence $J_1=t\langle\cos\theta\,\varphi_1\rangle$. Therefore

$$(tJ_1)'=J_1+t\langle i\sin\theta\,\varphi_1\rangle=t\langle e^{i\theta}\varphi_1\rangle=tJ_0 .$$

Integrating from $0$ to $t$ gives $|tJ_1(t)|\le t^2/2$, so $|J_1(t)|\le|t|/2$. Each further order gains another factor in the same way.

**Q:** Does the code define that same object, or some abstract Bessel function?

**A:** It defines the same average, which is Bessel's integral for the Bessel function of the first kind. `phase n t θ` is $\varphi_n(t,\theta)$, and `J n t` is its integral divided by $2\pi$. The order is a natural number and $t$ is any real number, of either sign. In simulation, $t$ is the dimensionless product of evolution time and the energy scale by which the Hamiltonian is divided, with $\hbar=1$. The values of `J` are real numbers, but the code gives them the type `ℂ` and does not prove that they are real; the bounds concern the modulus, written `‖J n t‖`.

In Lean 4 with Mathlib:

```lean
import Mathlib

open Complex (I)
open scoped Real
open MeasureTheory

namespace JacobiAngerDecay

noncomputable section

/-- The phase `exp(i (t sin θ - n θ))` whose average over a period is the Jacobi-Anger
coefficient of order `n`. -/
def phase (n : ℕ) (t θ : ℝ) : ℂ :=
  Complex.exp (((t * Real.sin θ - n * θ : ℝ) : ℂ) * I)

/-- The Jacobi-Anger coefficient `J_n(t)`: the average of `exp(i t sin θ - i n θ)` over
`θ` in `[0, 2π]`. -/
def J (n : ℕ) (t : ℝ) : ℂ :=
  ((2 * π : ℝ) : ℂ)⁻¹ * ∫ θ in (0 : ℝ)..(2 * π), phase n t θ
```

**Q:** How do neighbouring orders become connected?

**A:** By multiplying with one more phase: $\varphi_n=\varphi_{n+1}e^{i\theta}$ and $\varphi_{n+2}=\varphi_{n+1}e^{-i\theta}$. `phase_shift` states both, with the exponentials written as $\cos\theta\pm i\sin\theta$. The continuity lemma before it supplies integrability later.

```lean
/-- The phase depends continuously on the angle. -/
@[fun_prop]
theorem continuous_phase (n : ℕ) (t : ℝ) : Continuous (fun θ => phase n t θ) := by
  unfold phase
  fun_prop

/-- Multiplying the phase of order `n + 1` by `exp(iθ)` lowers the order by one, and
multiplying it by `exp(-iθ)` raises the order by one. -/
theorem phase_shift (n : ℕ) (t θ : ℝ) :
    phase n t θ = phase (n + 1) t θ * ((Real.cos θ : ℂ) + (Real.sin θ : ℂ) * I) ∧
    phase (n + 2) t θ = phase (n + 1) t θ * ((Real.cos θ : ℂ) - (Real.sin θ : ℂ) * I) := by
  have h1 : (Real.cos θ : ℂ) + (Real.sin θ : ℂ) * I = Complex.exp ((θ : ℂ) * I) := by
    rw [Complex.exp_mul_I, Complex.ofReal_cos, Complex.ofReal_sin]
  have h2 : (Real.cos θ : ℂ) - (Real.sin θ : ℂ) * I = Complex.exp (-(θ : ℂ) * I) := by
    rw [Complex.exp_mul_I, Complex.cos_neg, Complex.sin_neg, Complex.ofReal_cos,
      Complex.ofReal_sin]
    ring
  rw [h1, h2]
  unfold phase
  constructor <;> rw [← Complex.exp_add] <;> congr 1 <;> push_cast <;> ring
```

Subtracting the two relations gives $i\sin\theta\,\varphi_{n+1}=(\varphi_n-\varphi_{n+2})/2$. The left side is $\partial_t\varphi_{n+1}$, so averaging yields

$$J_{n+1}'=\tfrac12(J_n-J_{n+2}).$$

**Q:** You have just moved a derivative through an integral.

**A:** That is allowed because $|i\sin\theta\,\varphi_{n+1}|\le1$, and a constant is integrable over one period. The proof passes exactly this bound to the theorem on differentiation under the integral, then rewrites the integrand with `phase_shift`.

```lean
/-- The time derivative of a coefficient is half the difference of its two neighbours:
`J_{n+1}' = (J_n - J_{n+2}) / 2`. -/
theorem hasDerivAt_J (n : ℕ) (t : ℝ) :
    HasDerivAt (J (n + 1)) ((J n t - J (n + 2) t) / 2) t := by
  have hd : ∀ s θ : ℝ, HasDerivAt (fun s => phase (n + 1) s θ)
      (phase (n + 1) s θ * ((Real.sin θ : ℂ) * I)) s := fun s θ =>
    (((hasDerivAt_mul_const (x := s) (Real.sin θ)).sub_const
      (((n + 1 : ℕ) : ℝ) * θ)).ofReal_comp.mul_const I).cexp
  -- differentiate under the integral; the derivative is bounded by one
  have h := (intervalIntegral.hasDerivAt_integral_of_dominated_loc_of_deriv_le
    (μ := volume) (a := 0) (b := 2 * π) (x₀ := t) (s := Set.univ)
    (F := fun s θ => phase (n + 1) s θ)
    (F' := fun s θ => phase (n + 1) s θ * ((Real.sin θ : ℂ) * I))
    (bound := fun _ => (1 : ℝ)) Filter.univ_mem
    (Filter.Eventually.of_forall fun s => (continuous_phase (n + 1) s).aestronglyMeasurable)
    ((continuous_phase (n + 1) t).intervalIntegrable _ _)
    (Continuous.aestronglyMeasurable (by fun_prop))
    (Filter.Eventually.of_forall fun θ _ s _ => by
      simp only [phase, norm_mul, Complex.norm_exp_ofReal_mul_I, Complex.norm_I,
        Complex.norm_real, Real.norm_eq_abs, one_mul, mul_one]
      exact Real.abs_sin_le_one θ)
    (continuous_const.intervalIntegrable _ _)
    (Filter.Eventually.of_forall fun θ _ s _ => hd s θ)).2
  have e : ∫ θ in (0 : ℝ)..(2 * π), phase (n + 1) t θ * ((Real.sin θ : ℂ) * I) =
      ((∫ θ in (0 : ℝ)..(2 * π), phase n t θ) -
        ∫ θ in (0 : ℝ)..(2 * π), phase (n + 2) t θ) / 2 := by
    rw [← intervalIntegral.integral_sub, ← intervalIntegral.integral_div]
    · refine intervalIntegral.integral_congr fun θ _ => ?_
      linear_combination (-(1 / 2 : ℂ)) * (phase_shift n t θ).1 +
        (1 / 2 : ℂ) * (phase_shift n t θ).2
    all_goals exact Continuous.intervalIntegrable (by fun_prop) _ _
  refine (h.const_mul (((2 * π : ℝ) : ℂ)⁻¹)).congr_deriv ?_
  rw [e]
  unfold J
  ring
```

**Q:** And the integration by parts from your order-one example?

**A:** In general $\partial_\theta\varphi_{n+1}=i\big(t\cos\theta-(n+1)\big)\varphi_{n+1}$. Since $\varphi_{n+1}$ equals one at both $0$ and $2\pi$, the integral of this derivative vanishes. Adding the shift relations gives $\cos\theta\,\varphi_{n+1}=(\varphi_n+\varphi_{n+2})/2$, so

$$t(J_n+J_{n+2})=2(n+1)J_{n+1}.$$

In the code, `h0` and `h1` are the endpoint values, `ftc` is the fundamental theorem of calculus, and `e` splits the integral into the three coefficients.

```lean
/-- Three neighbouring coefficients obey `t (J_n + J_{n+2}) = 2 (n + 1) J_{n+1}`. -/
theorem J_recurrence (n : ℕ) (t : ℝ) :
    (t : ℂ) * (J n t + J (n + 2) t) = 2 * ((n : ℂ) + 1) * J (n + 1) t := by
  have h0 : phase (n + 1) t 0 = 1 := by simp [phase]
  have h1 : phase (n + 1) t (2 * π) = 1 := by
    unfold phase
    rw [Real.sin_two_pi, show ((t * 0 - ((n + 1 : ℕ) : ℝ) * (2 * π) : ℝ) : ℂ) * I =
      -(((n + 1 : ℕ) : ℂ) * (2 * π * I)) by push_cast; ring, Complex.exp_neg,
      Complex.exp_nat_mul, Complex.exp_two_pi_mul_I, one_pow, inv_one]
  -- the angular derivative of a periodic phase integrates to zero
  have ftc := intervalIntegral.integral_eq_sub_of_hasDerivAt (a := 0) (b := 2 * π)
    (f := fun θ => phase (n + 1) t θ)
    (f' := fun θ => phase (n + 1) t θ *
      (((t * Real.cos θ - ((n + 1 : ℕ) : ℝ) * 1 : ℝ) : ℂ) * I))
    (fun θ _ => ((((Real.hasDerivAt_sin θ).const_mul t).fun_sub
      ((hasDerivAt_id' θ).const_mul ((n + 1 : ℕ) : ℝ))).ofReal_comp.mul_const I).cexp)
    (Continuous.intervalIntegrable (by fun_prop) _ _)
  have e : ∫ θ in (0 : ℝ)..(2 * π), phase (n + 1) t θ *
      (((t * Real.cos θ - ((n + 1 : ℕ) : ℝ) * 1 : ℝ) : ℂ) * I) =
      (t : ℂ) * I / 2 * ((∫ θ in (0 : ℝ)..(2 * π), phase n t θ) +
        ∫ θ in (0 : ℝ)..(2 * π), phase (n + 2) t θ) -
      ((n : ℂ) + 1) * I * ∫ θ in (0 : ℝ)..(2 * π), phase (n + 1) t θ := by
    rw [← intervalIntegral.integral_add, ← intervalIntegral.integral_const_mul,
      ← intervalIntegral.integral_const_mul, ← intervalIntegral.integral_sub]
    · refine intervalIntegral.integral_congr fun θ _ => ?_
      simp only [Complex.ofReal_sub, Complex.ofReal_mul, Complex.ofReal_natCast,
        Complex.ofReal_one, Complex.ofReal_add, Nat.cast_add, Nat.cast_one]
      linear_combination (-((t : ℂ) * I / 2)) * (phase_shift n t θ).1 +
        (-((t : ℂ) * I / 2)) * (phase_shift n t θ).2
    all_goals exact Continuous.intervalIntegrable (by fun_prop) _ _
  rw [e, h0, h1, sub_self] at ftc
  have z : (t : ℂ) / 2 * ((∫ θ in (0 : ℝ)..(2 * π), phase n t θ) +
        ∫ θ in (0 : ℝ)..(2 * π), phase (n + 2) t θ) -
      ((n : ℂ) + 1) * ∫ θ in (0 : ℝ)..(2 * π), phase (n + 1) t θ = 0 := by
    apply mul_left_cancel₀ Complex.I_ne_zero
    linear_combination ftc
  unfold J
  linear_combination (2 * ((2 * π : ℝ) : ℂ)⁻¹) * z
```

The product rule now combines the two identities:

$$(t^{n+1}J_{n+1})'=(n+1)t^nJ_{n+1}+\tfrac12t^{n+1}(J_n-J_{n+2})=t^{n+1}J_n .$$

The final `linear_combination` substitutes the recurrence multiplied by $t^n/2$.

```lean
/-- The derivative of `t^(n+1) J_{n+1}(t)` is `t^(n+1) J_n(t)`. -/
theorem hasDerivAt_pow_mul_J (n : ℕ) (t : ℝ) :
    HasDerivAt (fun s : ℝ => (s : ℂ) ^ (n + 1) * J (n + 1) s)
      ((t : ℂ) ^ (n + 1) * J n t) t := by
  have h1 : HasDerivAt (fun s : ℝ => (s : ℂ) ^ (n + 1)) (((n : ℂ) + 1) * (t : ℂ) ^ n) t := by
    have h := (hasDerivAt_pow (n + 1) t).ofReal_comp
    simpa using h
  refine (h1.fun_mul (hasDerivAt_J n t)).congr_deriv ?_
  linear_combination (-((t : ℂ) ^ n / 2)) * J_recurrence n t
```

**Q:** Now the induction, please, including negative $t$.

**A:** The claim is $|J_n(t)|\le(|t|/2)^n/n!$ for every real $t$, which is sharper than the title. Order zero is the average of phases. For the step, follow the segment $st$ with $0\le s\le1$, which treats both signs at once. By the derivative identity and the induction hypothesis,

$$\left|\frac{d}{ds}\Big[(st)^{n+1}J_{n+1}(st)\Big]\right|\le|t|\,(s|t|)^{n+1}\frac{(s|t|/2)^n}{n!}=\frac{|t|^{2n+2}s^{2n+1}}{2^n\,n!}.$$

Integrating over $s$ gives

$$|t|^{n+1}|J_{n+1}(t)|\le\frac{|t|^{2n+2}}{2^{n+1}(n+1)!},$$

and division by $|t|^{n+1}$ finishes the case $t\ne0$. At $t=0$ the recurrence reads $0=2(n+1)J_{n+1}(0)$, so the coefficient vanishes.

Instead of integrating the bound, the code compares derivatives: `B` is the integrated right-hand side, `B'` is its derivative, and `key` is the comparison at $s=1$.

```lean
/-- The Jacobi-Anger coefficient of order `n` is at most `(|t|/2)^n / n!` in modulus. -/
theorem norm_J_le (n : ℕ) : ∀ t : ℝ, ‖J n t‖ ≤ (|t| / 2) ^ n / (n.factorial : ℝ) := by
  induction n with
  | zero =>
    intro t
    have hb := intervalIntegral.norm_integral_le_of_norm_le_const (a := 0) (b := 2 * π)
      (f := fun θ => phase 0 t θ) (C := 1)
      (fun θ _ => (Complex.norm_exp_ofReal_mul_I _).le)
    have hp : 0 < 2 * π := by positivity
    rw [sub_zero, abs_of_pos hp, one_mul] at hb
    rw [pow_zero, Nat.factorial_zero, Nat.cast_one, div_one, J, norm_mul, norm_inv,
      Complex.norm_real, Real.norm_eq_abs, abs_of_pos hp, inv_mul_le_iff₀ hp, mul_one]
    exact hb
  | succ n ih =>
    intro t
    rcases eq_or_ne t 0 with rfl | ht
    · have hn : (n : ℂ) + 1 ≠ 0 := Nat.cast_add_one_ne_zero n
      have h := J_recurrence n 0
      rw [Complex.ofReal_zero, zero_mul] at h
      have h0 : J (n + 1) 0 = 0 :=
        (mul_eq_zero.mp h.symm).resolve_left (mul_ne_zero two_ne_zero hn)
      rw [h0, norm_zero]
      positivity
    · -- use the derivative identity along the segment from 0 to t, then compare derivatives
      have hd : ∀ s : ℝ, HasDerivAt
          (fun s : ℝ => ((s * t : ℝ) : ℂ) ^ (n + 1) * J (n + 1) (s * t))
          ((t : ℂ) * (((s * t : ℝ) : ℂ) ^ (n + 1) * J n (s * t))) s := by
        intro s
        have h := HasDerivAt.scomp s (hasDerivAt_pow_mul_J n (s * t)) (hasDerivAt_mul_const t)
        rw [Complex.real_smul] at h
        exact h
      have key := image_norm_le_of_norm_deriv_right_le_deriv_boundary (a := 0) (b := 1)
        (B := fun s : ℝ => |t| ^ (2 * n + 2) / (2 ^ (n + 1) * ((n + 1).factorial : ℝ)) *
          s ^ (2 * n + 2))
        (B' := fun s : ℝ => |t| ^ (2 * n + 2) / (2 ^ (n + 1) * ((n + 1).factorial : ℝ)) *
          (((2 * n + 2 : ℕ) : ℝ) * s ^ (2 * n + 1)))
        (fun s _ => (hd s).continuousAt.continuousWithinAt)
        (fun s _ => (hd s).hasDerivWithinAt) (by simp)
        (fun s => (hasDerivAt_pow (2 * n + 2) s).const_mul _)
        (fun s hs => by
          have hs0 : 0 ≤ s := hs.1
          have hi := ih (s * t)
          rw [abs_mul, abs_of_nonneg hs0] at hi
          simp only [norm_mul, norm_pow, Complex.norm_real, Real.norm_eq_abs,
            abs_of_nonneg hs0]
          calc |t| * ((s * |t|) ^ (n + 1) * ‖J n (s * t)‖)
              ≤ |t| * ((s * |t|) ^ (n + 1) * ((s * |t| / 2) ^ n / (n.factorial : ℝ))) := by
                gcongr
            _ = _ := by
                rw [Nat.factorial_succ, div_pow]
                push_cast
                field_simp
                ring)
        (Set.right_mem_Icc.mpr zero_le_one)
      simp only [one_mul, one_pow, mul_one, norm_mul, norm_pow, Complex.norm_real,
        Real.norm_eq_abs] at key
      have hp : 0 < |t| ^ (n + 1) := pow_pos (abs_pos.mpr ht) _
      refine le_of_mul_le_mul_left (key.trans_eq ?_) hp
      rw [div_pow]
      ring
```

**Q:** Where does the $e$ come from?

**A:** The number $n^n/n!$ is one term of the positive series for $e^n$, so $n^n\le e^n n!$.

```lean
/-- The factorial obeys `n^n ≤ e^n n!`. -/
theorem pow_self_le (n : ℕ) : (n : ℝ) ^ n ≤ Real.exp 1 ^ n * (n.factorial : ℝ) := by
  have h := Real.pow_div_factorial_le_exp (n : ℝ) n.cast_nonneg n
  rw [div_le_iff₀ (by positivity)] at h
  rwa [← Real.exp_nat_mul, mul_one]
```

With $m=n+1$ this gives $|t|^m/m!\le(e|t|/m)^m$. The first inequality of the chain follows from the sharper bound and $|t|/2\le|t|$. The theorem writes the order as `n + 1`, which expresses $m\ge1$ and keeps the denominator positive.

```lean
/-- Superexponential decay: with `m = n + 1` any positive order,
`|J_m(t)| ≤ |t|^m / m! ≤ (e |t| / m)^m`. -/
theorem superexponential_decay (n : ℕ) (t : ℝ) :
    ‖J (n + 1) t‖ ≤ |t| ^ (n + 1) / ((n + 1).factorial : ℝ) ∧
    |t| ^ (n + 1) / ((n + 1).factorial : ℝ) ≤
      (Real.exp 1 * |t| / ((n + 1 : ℕ) : ℝ)) ^ (n + 1) := by
  constructor
  · have h : |t| / 2 ≤ |t| := half_le_self (abs_nonneg t)
    exact (norm_J_le (n + 1) t).trans (by gcongr)
  · rw [div_pow, mul_pow, div_le_div_iff₀ (by positivity) (by positivity)]
    calc |t| ^ (n + 1) * ((n + 1 : ℕ) : ℝ) ^ (n + 1)
        ≤ |t| ^ (n + 1) * (Real.exp 1 ^ (n + 1) * ((n + 1).factorial : ℝ)) :=
          mul_le_mul_of_nonneg_left (pow_self_le (n + 1)) (by positivity)
      _ = _ := by ring
```

**Q:** What does that tell me about a truncation degree?

**A:** Once $e|t|\le n$, we have $(e|t|)^n\le n^n\le e^n n!$, so $|t|^n\le n!$ and the sharper bound gives $|J_n(t)|\le2^{-n}$.

```lean
/-- Once the order `n` reaches `e |t|`, the coefficient is at most `2^(-n)` in modulus. -/
theorem norm_J_le_half_pow (n : ℕ) (t : ℝ) (h : Real.exp 1 * |t| ≤ n) :
    ‖J n t‖ ≤ (1 / 2 : ℝ) ^ n := by
  have h2 : |t| ^ n ≤ (n.factorial : ℝ) := by
    refine le_of_mul_le_mul_left ?_ (pow_pos (Real.exp_pos 1) n)
    rw [← mul_pow]
    exact (pow_le_pow_left₀ (by positivity) h n).trans (pow_self_le n)
  calc ‖J n t‖ ≤ (|t| / 2) ^ n / (n.factorial : ℝ) := norm_J_le n t
    _ = (1 / 2 : ℝ) ^ n * (|t| ^ n / (n.factorial : ℝ)) := by
        rw [div_pow, div_pow, one_pow]
        ring
    _ ≤ (1 / 2 : ℝ) ^ n * 1 :=
        mul_le_mul_of_nonneg_left (div_le_one_of_le₀ h2 (by positivity)) (by positivity)
    _ = _ := mul_one _
```

**Q:** Is the condition $e|t|\le n$ really needed there?

**A:** Some restriction is, and $|t|\le2n$ would be too weak. Take $n=1$ and $t=2$. Expanding $e^{2i\sin\theta}=e^{e^{i\theta}}e^{-e^{-i\theta}}$ and collecting the terms in $e^{i\theta}$ gives

$$J_1(2)=1-\tfrac12+\tfrac1{12}-\tfrac1{144}+\cdots>\tfrac12 .$$

This example does not show that $e$ is the best constant.

**Q:** One small coefficient is not a small truncation error, though.

**A:** Hence the last theorem. The condition passes from $n$ to every higher order, so the $m$ coefficients from order $n$ upwards obey

$$\sum_{k=0}^{m-1}|J_{n+k}(t)|\le2\cdot2^{-n}-2\cdot2^{-(n+m)}\le2\cdot2^{-n}.$$

The induction on $m$ keeps the subtracted term, because it pays for the next coefficient. The final bound does not depend on $m$.

```lean
/-- If `n` is at least `e |t|`, the moduli of any number `m` of consecutive coefficients
from order `n` upwards sum to at most `2 · 2^(-n)`. -/
theorem truncation_tail (n m : ℕ) (t : ℝ) (h : Real.exp 1 * |t| ≤ n) :
    ∑ k ∈ Finset.range m, ‖J (n + k) t‖ ≤ 2 * (1 / 2 : ℝ) ^ n := by
  -- keep the unused part of the geometric series in the induction
  have key : ∑ k ∈ Finset.range m, ‖J (n + k) t‖ ≤
      2 * (1 / 2 : ℝ) ^ n - 2 * (1 / 2 : ℝ) ^ (n + m) := by
    induction m with
    | zero => simp
    | succ m ih =>
      have hm : (0 : ℝ) ≤ m := m.cast_nonneg
      have b := norm_J_le_half_pow (n + m) t (by push_cast; linarith)
      have p : (1 / 2 : ℝ) ^ (n + (m + 1)) = (1 / 2 : ℝ) ^ (n + m) / 2 := by
        rw [← add_assoc, pow_succ]
        ring
      rw [Finset.sum_range_succ, p]
      linarith
  have hp : (0 : ℝ) < (1 / 2 : ℝ) ^ (n + m) := by positivity
  linarith

end

end JacobiAngerDecay
```

```lean
#print axioms JacobiAngerDecay.norm_J_le
-- 'JacobiAngerDecay.norm_J_le' depends on axioms: [propext, Classical.choice, Quot.sound]
#print axioms JacobiAngerDecay.superexponential_decay
-- 'JacobiAngerDecay.superexponential_decay' depends on axioms: [propext, Classical.choice, Quot.sound]
#print axioms JacobiAngerDecay.truncation_tail
-- 'JacobiAngerDecay.truncation_tail' depends on axioms: [propext, Classical.choice, Quot.sound]
```

**Q:** So have you verified a Hamiltonian simulation algorithm?

**A:** No, only the coefficient estimate that enters its error analysis. In quantum signal processing for a Hamiltonian rescaled to norm at most one, the estimate shows that a degree growing like $|t|$ plus the logarithm of the inverse error is sufficient for approximating the evolution operator by a polynomial, provided that one also supplies the Jacobi–Anger expansion $e^{it\sin\theta}=\sum_n J_n(t)e^{in\theta}$ over all integers $n$ and its transfer to operators. For negative orders, defined by the same average, the substitution $\theta\to-\theta$ gives $J_{-n}(t)=J_n(-t)$, so the same bounds apply; the code does not include this step. Neither the expansion nor its transfer to operators is established here, nor is a lower bound on the degree or a circuit that implements the polynomial.
